# Real Bogoliubov transformations: commutator, group law and inverse

## Definitions and conventions

Operators are elements of an algebra $A$, and a bosonic mode is an ordered pair $(a,b)$ of them, with $a$ in the role of the annihilation operator and $b$ in that of the creation operator. The pair is called canonical when $ab-ba=1$.

```lean
import Mathlib

open Real

namespace BogoliubovGroup

noncomputable section

variable {A : Type*} [Ring A] [Algebra ℝ A]
```

`[Ring A]` says that elements of $A$ can be added and multiplied, associatively but not necessarily commutatively, and that there is a unit $1$. `[Algebra ℝ A]` adds multiplication by real numbers, which Lean writes with a dot, as in `u • p.1`, and which passes through products: $(ux)y = x(uy) = u(xy)$. There is no Hilbert space, no state and no adjoint, so $b=a^\dagger$ is an interpretation and not an assumption.

```lean
/-- The commutator `[x, y] = xy - yx`. -/
def comm (x y : A) : A := x * y - y * x
```

This is the commutator $[x,y]=xy-yx$.

```lean
/-- The real linear mixing `(a, b) ↦ (u a + v b, u b + v a)` of a pair of mode operators. -/
def mix (u v : ℝ) (p : A × A) : A × A := (u • p.1 + v • p.2, u • p.2 + v • p.1)
```

A pair `p : A × A` has components `p.1` and `p.2`. For real $u,v$ the definition reads
$$M_{u,v}(a,b)=(ua+vb,\;ub+va).$$

```lean
/-- The Bogoliubov map `(a, b) ↦ (a cosh r + b sinh r, b cosh r + a sinh r)`. -/
def bog (r : ℝ) (p : A × A) : A × A := mix (cosh r) (sinh r) p
```

For real $r$ the Bogoliubov map is $B_r=M_{\cosh r,\,\sinh r}$, so that $B_r(a,b)=(a',b')$ with
$$a'=a\cosh r+b\sinh r,\qquad b'=b\cosh r+a\sinh r .$$
This is the change of mode operators in single-mode squeezing of a harmonic oscillator, restricted to real coefficients and one parameter, and given directly as a map on pairs, without a unitary operator that implements it. Complex phases in the coefficients are absent throughout.

## Bilinearity and composition

```lean
/-- The commutator of two real combinations, expanded by bilinearity. -/
theorem comm_combination (α β γ δ : ℝ) (x y z w : A) :
    comm (α • x + β • y) (γ • z + δ • w) =
      (α * γ) • comm x z + (α * δ) • comm x w + (β * γ) • comm y z + (β * δ) • comm y w := by
  simp only [comm, add_mul, mul_add, smul_mul_assoc, mul_smul_comm]
  module
```

For real $\alpha,\beta,\gamma,\delta$ and $x,y,z,w\in A$,
$$[\alpha x+\beta y,\gamma z+\delta w]=\alpha\gamma[x,z]+\alpha\delta[x,w]+\beta\gamma[y,z]+\beta\delta[y,w].$$
In the proof `simp only` multiplies out both products and pulls the scalars to the front. The tactic `module` then treats the products $xz$, $zx$ and so on as independent vectors and compares their real coefficients on the two sides. The lemma is used for several modes.

```lean
/-- Mixing with coefficients `u, v` multiplies the commutator of the pair by `u² - v²`. -/
theorem comm_mix (u v : ℝ) (p : A × A) :
    comm (mix u v p).1 (mix u v p).2 = (u ^ 2 - v ^ 2) • comm p.1 p.2 := by
  simp only [mix, comm, add_mul, mul_add, smul_mul_assoc, mul_smul_comm]
  module
```

For any pair, canonical or not,
$$[ua+vb,\;ub+va]=u^2[a,b]+uv[a,a]+vu[b,b]+v^2[b,a]=(u^2-v^2)[a,b],$$
since $[a,a]=[b,b]=0$ and $[b,a]=-[a,b]$. Lean does the same expansion at the level of the products $aa$, $ab$, $ba$, $bb$.

```lean
/-- Two mixings compose to the mixing with coefficients `uu' + vv'` and `vu' + uv'`. -/
theorem mix_mix (u v u' v' : ℝ) (p : A × A) :
    mix u v (mix u' v' p) = mix (u * u' + v * v') (v * u' + u * v') p := by
  refine Prod.ext ?_ ?_
  · simp only [mix]
    module
  · simp only [mix]
    module
```

With two further reals $u',v'$, apply $M_{u',v'}$ first and $M_{u,v}$ to the result. The first component is
$$u(u'a+v'b)+v(u'b+v'a)=(uu'+vv')\,a+(vu'+uv')\,b,$$
and the second is the same with $a$ and $b$ exchanged. `Prod.ext` splits the equality of pairs into these two equations, and `module` compares the coefficients of $a$ and $b$.

```lean
/-- Bogoliubov maps with parameters `r` and `s` compose to the one with parameter `r + s`,
and the parameter `0` gives the identity. -/
theorem bog_add_and_zero (r s : ℝ) (p : A × A) :
    bog r (bog s p) = bog (r + s) p ∧ bog 0 p = p := by
  constructor
  · -- hyperbolic addition formulas
    simp only [bog, mix_mix, cosh_add, sinh_add]
  · simp [bog, mix]
```

The symbol `∧` is "and". For real $r,s$, put $(u,v)=(\cosh r,\sinh r)$ and $(u',v')=(\cosh s,\sinh s)$ in the composition rule. The new coefficients are
$$\cosh r\cosh s+\sinh r\sinh s=\cosh(r+s),\qquad \sinh r\cosh s+\cosh r\sinh s=\sinh(r+s),$$
which are `cosh_add` and `sinh_add`, so $B_rB_s=B_{r+s}$. At $r=0$ the coefficients are $1$ and $0$, and $B_0$ is the identity. Neither statement involves a commutation relation: `p` is an arbitrary pair.

## The main theorem

```lean
/-- For `[a, b] = 1` the transformed pair again has commutator `1`, the maps compose by
adding the parameters, and the map with parameter `-r` is a two-sided inverse. -/
theorem bogoliubov_group (a b : A) (h : comm a b = 1) (r s : ℝ) :
    comm (bog r (a, b)).1 (bog r (a, b)).2 = 1 ∧
    bog r (bog s (a, b)) = bog (r + s) (a, b) ∧
    bog (-r) (bog r (a, b)) = (a, b) ∧ bog r (bog (-r) (a, b)) = (a, b) := by
  refine ⟨?_, (bog_add_and_zero r s _).1, ?_, ?_⟩
  · -- the scale factor is cosh² r - sinh² r = 1
    rw [bog, comm_mix, cosh_sq_sub_sinh_sq, one_smul]
    exact h
  · rw [(bog_add_and_zero (-r) r _).1, neg_add_cancel, (bog_add_and_zero 0 0 _).2]
  · rw [(bog_add_and_zero r (-r) _).1, add_neg_cancel, (bog_add_and_zero 0 0 _).2]
```

The hypothesis `h` is $[a,b]=1$, and four things are concluded for all real $r,s$: $[a',b']=1$, $B_rB_s(a,b)=B_{r+s}(a,b)$, $B_{-r}B_r(a,b)=(a,b)$ and $B_rB_{-r}(a,b)=(a,b)$. By hand,
$$[a',b']=(\cosh^2r-\sinh^2r)[a,b]=[a,b]=1,$$
$$B_{-r}B_r=B_{-r+r}=B_0,\qquad B_rB_{-r}=B_{r-r}=B_0 .$$
The line `refine ⟨?_, (bog_add_and_zero r s _).1, ?_, ?_⟩` supplies the second claim from the previous theorem and leaves three goals, each opened by a `·`. The tactic `rw` rewrites with a list of equations in order, so each list is the chain above: `comm_mix` and `cosh_sq_sub_sinh_sq` for the commutator, and the addition law, `neg_add_cancel` or `add_neg_cancel`, and $B_0=\mathrm{id}$ for the inverses. Only the first goal uses `h`.

## Which mixings are canonical

```lean
/-- In a nontrivial algebra with `[a, b] = 1`, the mixing with coefficients `u, v` keeps the
commutator equal to `1` exactly when `(u, v) = ±(cosh r, sinh r)` for some real `r`. -/
theorem mix_canonical_iff [Nontrivial A] (a b : A) (h : comm a b = 1) (u v : ℝ) :
    comm (mix u v (a, b)).1 (mix u v (a, b)).2 = 1 ↔
      ∃ r : ℝ, (u = cosh r ∧ v = sinh r) ∨ (u = -cosh r ∧ v = -sinh r) := by
  have key : comm (mix u v (a, b)).1 (mix u v (a, b)).2 = (u ^ 2 - v ^ 2) • (1 : A) := by
    rw [comm_mix]
    exact congrArg _ h
  rw [key]
  constructor
  · intro h1
    have h2 : (u ^ 2 - v ^ 2 - 1) • (1 : A) = 0 := by
      rw [sub_smul, h1, one_smul, sub_self]
    have h3 : u ^ 2 - v ^ 2 - 1 = 0 := (smul_eq_zero.mp h2).resolve_right one_ne_zero
    -- with t = arsinh v, u² = cosh² t; take r = t if u = cosh t and r = -t if u = -cosh t
    have hc := cosh_sq_sub_sinh_sq (arsinh v)
    rw [sinh_arsinh] at hc
    have h4 : (u - cosh (arsinh v)) * (u + cosh (arsinh v)) = 0 := by
      linear_combination h3 - hc
    rcases mul_eq_zero.mp h4 with h5 | h5
    · exact ⟨arsinh v, Or.inl ⟨by linarith, (sinh_arsinh v).symm⟩⟩
    · refine ⟨-arsinh v, Or.inr ⟨?_, ?_⟩⟩
      · rw [cosh_neg]
        linarith
      · rw [sinh_neg, sinh_arsinh, neg_neg]
  · rintro ⟨r, ⟨hu, hv⟩ | ⟨hu, hv⟩⟩
    · rw [hu, hv, cosh_sq_sub_sinh_sq, one_smul]
    · rw [hu, hv, neg_sq, neg_sq, cosh_sq_sub_sinh_sq, one_smul]
```

`[Nontrivial A]` says that $A$ has more than one element, equivalently $1\neq0$ in $A$; `↔` is "if and only if" and `∨` is "or". For a canonical pair, $M_{u,v}(a,b)$ is canonical exactly when $(u,v)=(\cosh r,\sinh r)$ or $(u,v)=(-\cosh r,-\sinh r)$ for some real $r$. Among the maps $M_{u,v}$, those that keep a canonical pair canonical are thus the Bogoliubov maps $B_r$ and a second branch, in which $B_r$ is followed by a change of sign of both operators.

The step `key` gives the new commutator as $(u^2-v^2)\,1$. If this equals $1$, then $(u^2-v^2-1)\,1=0$, which is `h2`. A real multiple of a nonzero vector vanishes only if the number does (`smul_eq_zero` with `one_ne_zero`), so $u^2-v^2=1$, which is `h3`. Let $t=\operatorname{arsinh}v$. Then $\cosh^2t-v^2=1$ (`hc`), and subtracting gives $(u-\cosh t)(u+\cosh t)=0$ (`h4`). If $u=\cosh t$, take $r=t$. If $u=-\cosh t$, take $r=-t$: then $-\cosh r=-\cosh t=u$ because $\cosh$ is even, and $-\sinh r=\sinh t=v$ because $\sinh$ is odd. In the other direction both branches give $u^2-v^2=\cosh^2r-\sinh^2r=1$.

```lean
/-- In a nontrivial algebra with `[a, b] = 1`, two Bogoliubov maps send `(a, b)` to the same
pair exactly when their parameters agree. -/
theorem bog_eq_iff [Nontrivial A] (a b : A) (h : comm a b = 1) (r s : ℝ) :
    bog r (a, b) = bog s (a, b) ↔ r = s := by
  refine ⟨fun heq => ?_, fun hrs => by rw [hrs]⟩
  -- the commutator of a with the new first operator reads off sinh
  have key : ∀ t : ℝ, comm a (bog t (a, b)).1 = sinh t • (1 : A) := by
    intro t
    rw [← h]
    simp only [bog, mix, comm, add_mul, mul_add, smul_mul_assoc, mul_smul_comm]
    module
  have h1 : (sinh r - sinh s) • (1 : A) = 0 := by
    rw [sub_smul, ← key r, ← key s, heq, sub_self]
  have h2 : sinh r - sinh s = 0 := (smul_eq_zero.mp h1).resolve_right one_ne_zero
  exact sinh_injective (sub_eq_zero.mp h2)
```

Different parameters send a canonical pair to different pairs. The commutator with $a$ extracts the coefficient of $b$ from the first component: for real $t$,
$$[a,\;a\cosh t+b\sinh t]=\sinh t\,[a,b]=\sinh t\cdot1,$$
which is `key`. If $B_r(a,b)=B_s(a,b)$, then $(\sinh r-\sinh s)\,1=0$, hence $\sinh r=\sinh s$, and `sinh_injective` gives $r=s$. In the algebra $A=\{0\}$, which `Nontrivial` excludes, the pair $(0,0)$ is canonical because $1=0$, every map fixes it, and both this equivalence and the preceding one are false.

## Several modes

```lean
/-- For modes with `[aᵢ, bⱼ] = δᵢⱼ` and `[aᵢ, aⱼ] = [bᵢ, bⱼ] = 0`, transforming mode `i` with
its own parameter `rᵢ` preserves all these relations. -/
theorem bogoliubov_multimode {ι : Type*} [DecidableEq ι] (a b : ι → A) (r : ι → ℝ)
    (hab : ∀ i j, comm (a i) (b j) = if i = j then 1 else 0)
    (haa : ∀ i j, comm (a i) (a j) = 0) (hbb : ∀ i j, comm (b i) (b j) = 0) (i j : ι) :
    comm (bog (r i) (a i, b i)).1 (bog (r j) (a j, b j)).2 = (if i = j then 1 else 0) ∧
    comm (bog (r i) (a i, b i)).1 (bog (r j) (a j, b j)).1 = 0 ∧
    comm (bog (r i) (a i, b i)).2 (bog (r j) (a j, b j)).2 = 0 := by
  have hba : comm (b i) (a j) = -comm (a j) (b i) := by
    simp only [comm, neg_sub]
  simp only [bog, mix, comm_combination, haa, hbb, hba, hab]
  by_cases hij : i = j
  · subst hij
    have hc := cosh_sq_sub_sinh_sq (r i)
    simp only [if_true]
    refine ⟨?_, by module, by module⟩
    have h1 : (cosh (r i) ^ 2 - sinh (r i) ^ 2) • (1 : A) = 1 := by rw [hc, one_smul]
    linear_combination (norm := module) h1
  · -- different modes commute term by term
    have hji : ¬ j = i := fun e => hij e.symm
    simp [hij, hji]
```

The modes are labelled by elements $i,j$ of an arbitrary index set `ι`, finite or not, and `if i = j then 1 else 0` is $\delta_{ij}$ times the unit. The hypotheses `hab`, `haa`, `hbb` are $[a_i,b_j]=\delta_{ij}$, $[a_i,a_j]=0$, $[b_i,b_j]=0$. Each mode has its own parameter $r_i$, and $(a_i',b_i')=B_{r_i}(a_i,b_i)$. The map acts within each mode, so the pairing transformation that mixes $a_i$ with $b_j$ for $j\ne i$, as between opposite momenta in a weakly interacting Bose gas, lies beyond this statement.

Write $c_i=\cosh r_i$ and $\sigma_i=\sinh r_i$. Bilinearity, with $[b_i,a_j]=-[a_j,b_i]=-\delta_{ji}$ (`hba` and `hab`), gives
$$[a_i',b_j']=c_ic_j\,\delta_{ij}-\sigma_i\sigma_j\,\delta_{ji},$$
$$[a_i',a_j']=c_i\sigma_j\,\delta_{ij}-\sigma_ic_j\,\delta_{ji},\qquad [b_i',b_j']=-c_i\sigma_j\,\delta_{ji}+\sigma_ic_j\,\delta_{ij}.$$
The `simp only` that follows `hba` brings the goal to this form through `comm_combination`, and `by_cases` splits it. For $i=j$ the last two expressions cancel term against term and the first is $c_i^2-\sigma_i^2=1$. For $i\neq j$ every delta vanishes. With a single mode, `haa` and `hbb` hold automatically and the theorem reduces to the first claim of `bogoliubov_group` together with $[a',a']=[b',b']=0$.

If $b_i=a_i^\dagger$ for every $i$, as for physical modes, `haa` follows from `hbb` by taking adjoints. For the abstract pairs of the theorem it is a separate hypothesis, and it is needed. On real polynomials in two variables $x,y$ take $a_1=\partial_x$, $b_1=x$, $a_2=\partial_y+x$, $b_2=y$, where $x$ and $y$ act by multiplication. Then `hab` and `hbb` hold, but $[a_1,a_2]=[\partial_x,x]=1$. Expanding,
$$[a_1',b_2']=c_1c_2[a_1,b_2]+c_1\sigma_2[a_1,a_2]+\sigma_1c_2[b_1,b_2]+\sigma_1\sigma_2[b_1,a_2]=c_1\sigma_2,$$
which differs from $\delta_{12}=0$ whenever $r_2\neq0$. The counter-examples above and the numbers below are pencil work that Lean has not checked.

## A canonical pair on polynomials

```lean
/-- On real polynomials, `a = d/dx` and `b =` multiplication by `x` satisfy `[a, b] = 1`,
and this identity operator is not zero. -/
theorem ccr_witness :
    comm (Polynomial.derivative : Module.End ℝ (Polynomial ℝ))
      (LinearMap.mulLeft ℝ (Polynomial.X : Polynomial ℝ)) = 1 ∧
    (1 : Module.End ℝ (Polynomial ℝ)) ≠ 0 := by
  refine ⟨?_, one_ne_zero⟩
  refine LinearMap.ext fun p => ?_
  show Polynomial.derivative (Polynomial.X * p) - Polynomial.X * Polynomial.derivative p = p
  rw [Polynomial.derivative_mul, Polynomial.derivative_X]
  ring

end

end BogoliubovGroup
```

`Module.End ℝ (Polynomial ℝ)` is the algebra of real-linear maps from polynomials to polynomials, with composition as the product and the identity map as $1$. `Polynomial.derivative` is $a=d/dx$, and `LinearMap.mulLeft` applied to `Polynomial.X` is $b$, multiplication by $x$. The theorem states $[a,b]=1$ and $1\neq0$, so this pair is canonical in an algebra with more than one element, as `mix_canonical_iff` and `bog_eq_iff` require. `LinearMap.ext` reduces the operator equation to its action on a polynomial $p$, and the product rule `Polynomial.derivative_mul` gives
$$\frac{d}{dx}(xp)-x\frac{dp}{dx}=p+x\frac{dp}{dx}-x\frac{dp}{dx}=p .$$

For numbers, take $r=\ln2$, so that $\cosh r=\tfrac12(2+\tfrac12)=\tfrac54$ and $\sinh r=\tfrac12(2-\tfrac12)=\tfrac34$. Then $a'=\tfrac54\,d/dx+\tfrac34x$ and $b'=\tfrac54x+\tfrac34\,d/dx$. On the constant polynomial $1$,
$$a'b'\,1=a'\left(\tfrac54x\right)=\tfrac{25}{16}+\tfrac{15}{16}x^2,\qquad b'a'\,1=b'\left(\tfrac34x\right)=\tfrac{15}{16}x^2+\tfrac9{16},$$
and the difference is $1$. Applying the map twice gives the coefficients $\tfrac{25}{16}+\tfrac9{16}=\tfrac{17}8$ and $\tfrac{15}{16}+\tfrac{15}{16}=\tfrac{15}8$, which are $\cosh\ln4=\tfrac12(4+\tfrac14)$ and $\sinh\ln4=\tfrac12(4-\tfrac14)$, with $\ln4=r+r$. Applying it after $B_{-r}$, whose coefficients are $\tfrac54$ and $-\tfrac34$, gives $\tfrac{25}{16}-\tfrac9{16}=1$ and $\tfrac{15}{16}-\tfrac{15}{16}=0$, the identity.

```lean
#print axioms BogoliubovGroup.bogoliubov_group
-- 'BogoliubovGroup.bogoliubov_group' depends on axioms: [propext, Classical.choice, Quot.sound]
#print axioms BogoliubovGroup.mix_canonical_iff
-- 'BogoliubovGroup.mix_canonical_iff' depends on axioms: [propext, Classical.choice, Quot.sound]
#print axioms BogoliubovGroup.bog_eq_iff
-- 'BogoliubovGroup.bog_eq_iff' depends on axioms: [propext, Classical.choice, Quot.sound]
#print axioms BogoliubovGroup.bogoliubov_multimode
-- 'BogoliubovGroup.bogoliubov_multimode' depends on axioms: [propext, Classical.choice, Quot.sound]
```
